# A pair with $ab-ba=1$ and no vacuum: weighted shifts on the integers with a non-integer offset

Take basis vectors $e_k$, one for every integer $k$, and two linear operators: $b$ moves one rung up, $b\,e_k=e_{k+1}$, and $a$ moves one rung down with a weight, $a\,e_k=(k+\tfrac12)\,e_{k-1}$. On $e_0$,

$$ab\,e_0=a\,e_1=\tfrac32\,e_0,\qquad ba\,e_0=\tfrac12\,b\,e_{-1}=\tfrac12\,e_0,\qquad (ab-ba)\,e_0=e_0 .$$

Descending from $e_1$, the weights are $\tfrac32,\tfrac12,-\tfrac12,-\tfrac32,\dots$ They step over zero, and the ladder never ends. With the weight $k$ in place of $k+\tfrac12$ one has $a\,e_0=0$, and $e_0$ is a vacuum, meaning a nonzero vector annihilated by $a$. The parts below treat the weight $k+s$ for any complex offset $s$: the relation $ab-ba=1$ holds for all $s$, while $a$ is bijective exactly when $s$ is not an integer.

## The space and the operators

The state space $V$ consists of finite linear combinations $v=\sum_k v_k e_k$ with complex coefficients $v_k$, that is, functions $\mathbb Z\to\mathbb C$ with finite support. In Lean this is `ℤ →₀ ℂ`, and `e k` is the function equal to $1$ at $k$ and $0$ elsewhere. Every operator is defined on all of $V$, so questions of domain and convergence don't arise. No inner product, norm or adjoint is defined.

```lean
import Mathlib

open Function

namespace CanonicalPairWithoutVacuum

noncomputable section

/-- The state space: finitely supported complex functions on the integers. -/
abbrev V := ℤ →₀ ℂ

/-- The basis vector `e_k`. -/
def e (k : ℤ) : V := Finsupp.single k 1
```

For an integer step $m$ and a weight function $w:\mathbb Z\to\mathbb C$, the weighted shift $W_{m,w}$ is the linear operator with $W_{m,w}\,e_k=w(k)\,e_{k+m}$. It is `shift m w`, an element of `Module.End ℂ V`, where `*` is composition with the right factor acting first and `1` is the identity.

```lean
/-- The weighted shift sending `e_k` to `w(k) e_(k+m)`. -/
def shift (m : ℤ) (w : ℤ → ℂ) : Module.End ℂ V :=
  Finsupp.linearCombination ℂ (fun k => w k • e (k + m))
```

The lowering operator $a$ is `lower s`, with $m=-1$ and $w(k)=k+s$, so $a\,e_k=(k+s)\,e_{k-1}$; Lean writes the index as `k + -1`. The raising operator $b$ is `raise`, with $m=1$ and $w=1$. The whole weight sits on $a$, as it does for the unnormalised oscillator states obtained by applying the creation operator $k$ times to the ground state. For $s=0$ and $k\ge0$ the rescaled vectors $|k\rangle=e_k/\sqrt{k!}$ obey the familiar $b|k\rangle=\sqrt{k+1}\,|k+1\rangle$ and $a|k+1\rangle=\sqrt{k+1}\,|k\rangle$. The offset $s$ fixes where the ladder of eigenvalues of $ba$ sits, as part (d) shows.

```lean
/-- The lowering operator `a e_k = (k+s) e_(k-1)`. -/
def lower (s : ℂ) : Module.End ℂ V := shift (-1) (fun k => (k : ℂ) + s)

/-- The raising operator `b e_k = e_(k+1)`. -/
def raise : Module.End ℂ V := shift 1 (fun _ => 1)
```

## (a) A weighted shift on a basis vector

Show that the operator defined by linear extension acts on $e_k$ as intended.

The definition sends $v=\sum_j v_je_j$ to $\sum_j v_j\,w(j)\,e_{j+m}$. For $v=e_k$ only the term $j=k$ survives, with $v_k=1$, which leaves $w(k)\,e_{k+m}$. In Lean, `Finsupp.linearCombination_single` picks out that one term.

```lean
/-- Action of a weighted shift on a basis vector. -/
theorem shift_e (m : ℤ) (w : ℤ → ℂ) (k : ℤ) : shift m w (e k) = w k • e (k + m) := by
  have h : shift m w (Finsupp.single k 1) = (1 : ℂ) • (w k • e (k + m)) :=
    Finsupp.linearCombination_single ℂ 1 k
  rw [one_smul] at h
  exact h
```

## (b) Operators are fixed by their values on the basis

Show that linear operators $f$ and $g$ on $V$ with $f e_k=g e_k$ for all $k$ are equal.

Every $v$ is a finite sum $\sum_k v_ke_k$, so $fv=\sum_k v_k\,fe_k=\sum_k v_k\,ge_k=gv$. In the proof of `ext_e`, `Finsupp.lhom_ext` disposes of the sum and leaves a vector with a single entry $c$ at site $k$; `hc` writes that vector as $c\,e_k$, and `map_smul` pulls $c$ through both operators.

```lean
/-- Two linear operators that agree on every basis vector `e_k` are equal. -/
theorem ext_e {f g : Module.End ℂ V} (h : ∀ k, f (e k) = g (e k)) : f = g := by
  apply Finsupp.lhom_ext
  intro k c
  have hc : (Finsupp.single k c : V) = c • e k := by simp [e]
  rw [hc, map_smul, map_smul, h k]
```

## (c) Nonvanishing weights give a bijection

Show that $W=W_{m,w}$ is bijective if $w(k)\neq0$ for all $k$.

Let $U$ be the shift with step $-m$ and weight $1/w(k-m)$, so $U e_k=w(k-m)^{-1}e_{k-m}$. Then

$$UW e_k=w(k)\,U e_{k+m}=w(k)\,w(k)^{-1}e_k=e_k,$$

$$WU e_k=w(k-m)^{-1}\,W e_{k-m}=w(k-m)^{-1}\,w(k-m)\,e_k=e_k .$$

By (b), $UW=1$ and $WU=1$. The first makes $W$ injective, since $Wv=Wv'$ gives $v=UWv=UWv'=v'$. The second makes it surjective, since $v=W(Uv)$. The two displayed lines are `h1` and `h2`. In each, `shift_e` is applied twice, `add_neg_cancel_right` or `neg_add_cancel_right` returns the index to $k$, and the hypothesis `hw` enters where weight and reciprocal cancel. Both identities are needed: $V$ is infinite-dimensional, so a left inverse alone does not give surjectivity.

```lean
/-- A weighted shift whose weights are all nonzero is bijective. -/
theorem shift_bijective (m : ℤ) (w : ℤ → ℂ) (hw : ∀ k, w k ≠ 0) :
    Bijective (shift m w) := by
  -- the inverse shifts back and divides by the weight
  have h1 : shift (-m) (fun k => (w (k + -m))⁻¹) * shift m w = 1 := by
    apply ext_e
    intro k
    rw [Module.End.mul_apply, shift_e, map_smul, shift_e, smul_smul,
      add_neg_cancel_right, mul_inv_cancel₀ (hw k), one_smul, Module.End.one_apply]
  have h2 : shift m w * shift (-m) (fun k => (w (k + -m))⁻¹) = 1 := by
    apply ext_e
    intro k
    rw [Module.End.mul_apply, shift_e, map_smul, shift_e, smul_smul,
      neg_add_cancel_right, inv_mul_cancel₀ (hw _), one_smul, Module.End.one_apply]
  constructor
  · have hl : LeftInverse (shift (-m) (fun k => (w (k + -m))⁻¹)) (shift m w) :=
      fun v => LinearMap.congr_fun h1 v
    exact hl.injective
  · have hr : RightInverse (shift (-m) (fun k => (w (k + -m))⁻¹)) (shift m w) :=
      fun v => LinearMap.congr_fun h2 v
    exact hr.surjective
```

## (d) The products $ba$ and $ab$ are diagonal

Compute $ba\,e_k$ and $ab\,e_k$ for arbitrary complex $s$.

$$ba\,e_k=(k+s)\,b\,e_{k-1}=(k+s)\,e_k,\qquad ab\,e_k=a\,e_{k+1}=(k+1+s)\,e_k .$$

The analogue $ba$ of the number operator therefore has each $e_k$ as an eigenvector with eigenvalue $k+s$, for negative $k$ as well as positive. The two rewrite chains in `products_e` follow these equalities from left to right; `Int.cast_add` turns the weight at the integer $k+1$ into the complex number $k+1+s$.

```lean
/-- The products `b a` and `a b` are diagonal: `b a e_k = (k+s) e_k` and
`a b e_k = (k+1+s) e_k`. -/
theorem products_e (s : ℂ) (k : ℤ) :
    (raise * lower s) (e k) = ((k : ℂ) + s) • e k ∧
      (lower s * raise) (e k) = ((k : ℂ) + 1 + s) • e k := by
  constructor
  · rw [Module.End.mul_apply, lower, raise, shift_e, map_smul, shift_e,
      neg_add_cancel_right, one_smul]
  · rw [Module.End.mul_apply, lower, raise, shift_e, one_smul, shift_e,
      add_neg_cancel_right, Int.cast_add, Int.cast_one]
```

## (e) The commutation relation

Show that $ab-ba=1$ for every complex $s$.

Subtracting the two results of (d),

$$(ab-ba)\,e_k=\big[(k+1+s)-(k+s)\big]e_k=e_k ,$$

and (b) lifts this to an identity of operators. The theorem `ccr` has no hypothesis on $s$, because the offset cancels in the bracket, which `ring` evaluates to $1$.

```lean
/-- The canonical commutation relation `a b - b a = 1` holds for every complex `s`. -/
theorem ccr (s : ℂ) : lower s * raise - raise * lower s = 1 := by
  apply ext_e
  intro k
  rw [LinearMap.sub_apply, (products_e s k).1, (products_e s k).2, ← sub_smul,
    Module.End.one_apply]
  have h : (k : ℂ) + 1 + s - ((k : ℂ) + s) = 1 := by ring
  rw [h, one_smul]
```

## (f) An integer offset produces a vacuum

Show that for $s=n$, an integer, $e_{-n}$ is nonzero and $a\,e_{-n}=0$.

The vector $e_{-n}$ has the entry $1$ at site $-n$, so it is not zero, and $a\,e_{-n}=(-n+n)\,e_{-n-1}=0$. In `vacuum_of_integer` the expression `(n : ℂ)` is the integer $n$ regarded as a complex number. The statement exhibits one vacuum and says nothing about uniqueness. The space still contains the rungs $e_k$ with $k<-n$, so even for integer $s$ it is larger than the oscillator ladder that starts at the vacuum.

```lean
/-- For an integer parameter `s = n` the nonzero vector `e_(-n)` is annihilated by `a`. -/
theorem vacuum_of_integer (n : ℤ) : e (-n) ≠ 0 ∧ lower (n : ℂ) (e (-n)) = 0 := by
  constructor
  · simp [e]
  · rw [lower, shift_e]
    simp
```

## (g) Bijectivity of $a$ decides whether $s$ is an integer

Show that $a$ is bijective if and only if $s\neq n$ for every integer $n$.

Suppose $a$ is bijective and $s=n$. By (f), $a\,e_{-n}=0=a\,0$, and injectivity forces $e_{-n}=0$, which (f) excludes. Conversely, let $s$ be no integer. If some weight vanished, $k+s=0$, then $s=-k$ would be an integer. All weights are therefore nonzero, and (c) with $m=-1$ applies; the inverse constructed there sends $e_k$ to $(k+1+s)^{-1}e_{k+1}$.

The condition is written `∀ n : ℤ, s ≠ n` and includes all non-real $s$. The first branch uses only `h.1`, the injective half of bijectivity. In the second, `apply h (-k)` sets the goal $s=-k$, and `linear_combination hk'` obtains it from $k+s=0$.

```lean
/-- The lowering operator `a` is bijective exactly when `s` is not an integer. -/
theorem lower_bijective_iff (s : ℂ) : Bijective (lower s) ↔ ∀ n : ℤ, s ≠ n := by
  constructor
  · intro h n hn
    obtain ⟨h0, h1⟩ := vacuum_of_integer n
    rw [← hn] at h1
    exact h0 (h.1 (h1.trans (map_zero _).symm))
  · intro h
    apply shift_bijective
    intro k hk
    -- a vanishing weight k + s would make s = -k an integer
    apply h (-k)
    have hk' : (k : ℂ) + s = 0 := hk
    rw [Int.cast_neg]
    linear_combination hk'
```

## (h) Non-integer offset: a canonical pair without a vacuum

For $s$ not an integer, show that $ab-ba=1$, that $a$ and $b$ are bijective, and that neither annihilates a nonzero vector.

The commutator is (e), and bijectivity of $a$ is (g). The weights of $b$ all equal $1$, so (c) makes $b$ bijective. If $av=0$, then $av=a\,0$ and injectivity gives $v=0$; the same argument holds for $b$.

The theorem `canonical_pair_without_vacuum` lists these five conclusions under the single hypothesis `hs`. The clause `∀ v : V, lower s v = 0 → v = 0` covers every finite superposition, not only basis vectors. The clause for `raise` matters because the pair with $b$ as lowering and $-a$ as raising operator has the same commutator, $b(-a)-(-a)b=ab-ba$, so exchanging roles yields no vacuum either. The statement concerns one explicit family of operators on finitely supported functions; it is a counterexample and not a classification of solutions of $ab-ba=1$.

```lean
/-- For non-integer `s` the pair satisfies `a b - b a = 1`, both `a` and `b` are bijective,
and neither annihilates a nonzero vector. -/
theorem canonical_pair_without_vacuum (s : ℂ) (hs : ∀ n : ℤ, s ≠ n) :
    lower s * raise - raise * lower s = 1 ∧ Bijective (lower s) ∧ Bijective raise ∧
      (∀ v : V, lower s v = 0 → v = 0) ∧ (∀ v : V, raise v = 0 → v = 0) := by
  have ha : Bijective (lower s) := (lower_bijective_iff s).2 hs
  have hb : Bijective raise := shift_bijective 1 _ (fun _ => one_ne_zero)
  refine ⟨ccr s, ha, hb, fun v hv => ?_, fun v hv => ?_⟩
  · exact ha.1 (hv.trans (map_zero _).symm)
  · exact hb.1 (hv.trans (map_zero _).symm)
```

The result bears on the ladder argument for a single bosonic mode. That argument takes $b$ to be the adjoint of $a$ in a positive definite inner product $\langle\cdot,\cdot\rangle$, which keeps eigenvalues of $ba$ nonnegative and so stops the descent from an eigenvector at a vacuum. In the present family such an inner product would require $\langle ae_k,ae_k\rangle=(k+s)\langle e_k,e_k\rangle\ge0$ for every integer $k$, which fails for sufficiently negative $k$. Since the code defines no inner product, this comparison, like the earlier rescaling by $\sqrt{k!}$ and the exchange of roles, is commentary and not a theorem of the file.

## (i) The offset $s=\tfrac12$

Return to the opening example: show that for $s=\tfrac12$ the relation holds, $a$ is bijective, and $a\,e_0=\tfrac12\,e_{-1}$.

The relation is (e). If $\tfrac12=n$ for an integer $n$, then $2n=1$, which is impossible because $2n$ is even; (g) then gives bijectivity. Finally $a\,e_0=(0+\tfrac12)\,e_{-1}$ by (a). In `half_witness`, `linear_combination` multiplies $\tfrac12=n$ by $-2$ to reach $2n=1$ over $\mathbb C$, `exact_mod_cast` moves the equation to the integers, and `omega` refutes it by parity. This supplies a concrete $s$ that satisfies the hypothesis of (h).

```lean
/-- The case `s = 1/2`: the commutation relation holds, `a` is bijective, and
`a e_0 = (1/2) e_(-1)`. -/
theorem half_witness :
    lower (1 / 2) * raise - raise * lower (1 / 2) = 1 ∧ Bijective (lower (1 / 2)) ∧
      lower (1 / 2) (e 0) = (1 / 2 : ℂ) • e (-1) := by
  refine ⟨ccr _, (lower_bijective_iff _).2 fun n hn => ?_, ?_⟩
  · -- 2n = 1 has no integer solution
    have h : (2 : ℂ) * (n : ℂ) = 1 := by linear_combination (-2 : ℂ) * hn
    have h' : 2 * n = 1 := by exact_mod_cast h
    omega
  · rw [lower, shift_e]
    simp

end

end CanonicalPairWithoutVacuum
```

```lean
#print axioms CanonicalPairWithoutVacuum.canonical_pair_without_vacuum
```

```
'CanonicalPairWithoutVacuum.canonical_pair_without_vacuum' depends on axioms: [propext, Classical.choice, Quot.sound]
```
